# Upper bound 1/(bL) on a low-energy coupling whose running obeys α′ ≥ bα² with b > 0

## Can a huge bare charge keep the low-energy charge large?

Let $t=\ln(\mu/m)$, with $\mu$ the renormalization scale and $m$ the electron mass. The running coupling is $\alpha(t)$, a prime means $d/dt$, and the cutoff sits at $t=L$, so I call $\alpha(L)$ the bare coupling.

In QED, vacuum polarization screens charge, so $\alpha(0)$ is smaller than $\alpha(L)$. I had assumed that I could compensate for this: if I want a larger $\alpha(0)$ at a given cutoff, I choose a larger $\alpha(L)$. But the one-loop formula seems to saturate, however large I make the bare value. Is that an artefact of stopping at one loop, or does it survive when the beta function has further terms?

## The inverse coupling falls by at least b per unit of ln μ

The saturation survives for every beta function that stays at or above the one-loop form, that is, whenever
$$\alpha'(t)\ \ge\ b\,\alpha(t)^2,\qquad \alpha(t)>0,\qquad 0\le t\le L,$$
with a constant $b>0$. This constant measures the screening strength of the charged matter; one Dirac fermion of unit charge gives $b=2/(3\pi)$ at one loop. The inequality says that further corrections never weaken the growth below that rate.

Look at the inverse coupling. By the chain rule, $(1/\alpha)'=-\alpha'/\alpha^2\le -b$, so
$$\frac{d}{dt}\left(\frac1{\alpha(t)}+bt\right)\le 0 .$$
The bracket never increases. Comparing its values at $t$ and at $L$ gives
$$\frac1{\alpha(t)}\ \ge\ \frac1{\alpha(L)}+b(L-t).$$
A large bare coupling can only make $1/\alpha(L)$ small, and it stays positive. Hence $1/\alpha(t)>b(L-t)$, and for $t<L$
$$\alpha(t)<\frac1{b(L-t)},\qquad\text{in particular}\qquad \alpha(0)<\frac1{bL}.$$

Now take a family of such flows with the same $b$, cutoffs $L_i\to\infty$ and arbitrary bare values. At fixed $t\ge0$, once $L_i>t$, we have $0<\alpha_i(t)<1/(b(L_i-t))$, so $\alpha_i(t)\to0$.

The bound is the best possible for this class of flows. The one-loop coupling with bare value $a>0$ is
$$\alpha(t)=\frac{a}{1+ba(L-t)},\qquad \alpha'(t)=\frac{ba^2}{(1+ba(L-t))^2}=b\,\alpha(t)^2 .$$
Setting $\alpha(0)=a/(1+baL)=c$ and solving gives $a=c/(1-bcL)$, which is positive for every $0<c<1/(bL)$. So every positive value below the ceiling is reached. As $a\to\infty$, $\alpha(0)$ approaches the ceiling $1/(bL)$, which is the saturation you noticed.

For two-loop QED with one Dirac fermion of unit charge,
$$\alpha'=\frac{2\alpha^2}{3\pi}+\frac{\alpha^3}{2\pi^2}\ \ge\ \frac{2}{3\pi}\,\alpha^2,$$
because the cubic term is positive. Therefore $\alpha(0)<3\pi/(2L)$. Up to scheme-dependent corrections, $\alpha(0)$ is the fine-structure constant. Relativistic effects in an atom with nuclear charge number $Z$ are governed by $Z\alpha(0)$, so in this truncated one-fermion model the cutoff limits how strong they can be at a given $Z$.

Here is the argument in Lean 4 with Mathlib.

```lean
import Mathlib

open Set Filter Topology

namespace TrivialityBound

noncomputable section

/-- A coupling `α`, as a function of `t = ln (μ/m)`, that is positive and differentiable from
`t = 0` up to the cutoff `t = L` and grows there at least as fast as `b α²`. -/
structure ScreenedFlow (b L : ℝ) (α : ℝ → ℝ) : Prop where
  pos : ∀ t ∈ Icc 0 L, 0 < α t
  flow : ∀ t ∈ Icc 0 L, ∃ β, HasDerivWithinAt α β (Icc 0 L) t ∧ b * α t ^ 2 ≤ β

/-- Where the coupling is nonzero and runs with slope `β`, the inverse coupling runs with
slope `-β / α²`. -/
theorem inverse_coupling_flow {α : ℝ → ℝ} {β t : ℝ} {s : Set ℝ}
    (h : HasDerivWithinAt α β s t) (h0 : α t ≠ 0) :
    HasDerivWithinAt (fun u => (α u)⁻¹) (-β / α t ^ 2) s t :=
  h.inv h0

/-- From scale `s` to scale `t`, with `0 ≤ s ≤ t ≤ L`, the inverse coupling of a screened flow drops
by at least `b (t - s)`. -/
theorem inverse_coupling_drop {b L s t : ℝ} {α : ℝ → ℝ} (h : ScreenedFlow b L α)
    (hs : 0 ≤ s) (hst : s ≤ t) (ht : t ≤ L) :
    (α t)⁻¹ + b * (t - s) ≤ (α s)⁻¹ := by
  -- the combination 1/α + b t has non-positive slope
  have hd : ∀ u ∈ Icc 0 L, ∃ γ,
      HasDerivWithinAt (fun v => (α v)⁻¹ + b * v) γ (Icc 0 L) u ∧ γ ≤ 0 := by
    intro u hu
    obtain ⟨β, hβ, hle⟩ := h.flow u hu
    have hp := h.pos u hu
    have hlin : HasDerivWithinAt (fun v : ℝ => b * v) (b * 1) (Icc 0 L) u :=
      (hasDerivWithinAt_id u _).const_mul b
    refine ⟨-β / α u ^ 2 + b * 1, (inverse_coupling_flow hβ hp.ne').add hlin, ?_⟩
    have hb : b ≤ β / α u ^ 2 := (le_div_iff₀ (by positivity)).2 hle
    rw [neg_div]
    linarith
  -- hence it never increases
  have hanti : AntitoneOn (fun v => (α v)⁻¹ + b * v) (Icc 0 L) := by
    refine antitoneOn_of_deriv_nonpos (convex_Icc 0 L) ?_ ?_ ?_
    · intro u hu
      obtain ⟨γ, hγ, _⟩ := hd u hu
      exact hγ.continuousWithinAt
    · rw [interior_Icc]
      intro u hu
      obtain ⟨γ, hγ, _⟩ := hd u (Ioo_subset_Icc_self hu)
      exact (hγ.hasDerivAt (Icc_mem_nhds hu.1 hu.2)).differentiableAt.differentiableWithinAt
    · rw [interior_Icc]
      intro u hu
      obtain ⟨γ, hγ, hneg⟩ := hd u (Ioo_subset_Icc_self hu)
      rw [(hγ.hasDerivAt (Icc_mem_nhds hu.1 hu.2)).deriv]
      exact hneg
  have key : (α t)⁻¹ + b * t ≤ (α s)⁻¹ + b * s :=
    hanti ⟨hs, hst.trans ht⟩ ⟨hs.trans hst, ht⟩ hst
  linarith

/-- Triviality bound: for `b > 0` and any scale `0 ≤ t < L`, the inverse coupling of a screened
flow exceeds the inverse bare coupling by at least `b (L - t)`, and the coupling lies below
`1 / (b (L - t))` whatever the bare value `α L`. -/
theorem triviality_bound {b L t : ℝ} {α : ℝ → ℝ} (hb : 0 < b) (h : ScreenedFlow b L α)
    (ht : 0 ≤ t) (htL : t < L) :
    (α L)⁻¹ + b * (L - t) ≤ (α t)⁻¹ ∧ α t < 1 / (b * (L - t)) := by
  have hk := inverse_coupling_drop h ht htL.le le_rfl
  refine ⟨hk, ?_⟩
  have hp : 0 < α t := h.pos t ⟨ht, htL.le⟩
  have hbare : 0 < (α L)⁻¹ := inv_pos.2 (h.pos L ⟨ht.trans htL.le, le_rfl⟩)
  have hlt : b * (L - t) < (α t)⁻¹ := by linarith
  rw [lt_div_iff₀ (mul_pos hb (sub_pos.2 htL))]
  calc α t * (b * (L - t)) < α t * (α t)⁻¹ := mul_lt_mul_of_pos_left hlt hp
    _ = 1 := mul_inv_cancel₀ hp.ne'

/-- Triviality: in any family of screened flows with a common `b > 0` whose cutoffs `L i` tend
to infinity, the coupling at every fixed scale `t ≥ 0` tends to zero. -/
theorem coupling_tendsto_zero {ι : Type*} {l : Filter ι} {b t : ℝ} {L : ι → ℝ}
    {α : ι → ℝ → ℝ} (hb : 0 < b) (h : ∀ i, ScreenedFlow b (L i) (α i))
    (hL : Tendsto L l atTop) (ht : 0 ≤ t) :
    Tendsto (fun i => α i t) l (𝓝 0) := by
  have h0 : Tendsto (fun i => L i - t) l atTop := by
    simpa only [sub_eq_add_neg] using tendsto_atTop_add_const_right l (-t) hL
  have h1 : Tendsto (fun i => b * (L i - t)) l atTop := h0.const_mul_atTop hb
  have hlim : Tendsto (fun i => 1 / (b * (L i - t))) l (𝓝 0) := by
    simpa only [one_div, Function.comp_def] using tendsto_inv_atTop_zero.comp h1
  -- squeeze the coupling between zero and the triviality bound
  refine tendsto_of_tendsto_of_tendsto_of_le_of_le' tendsto_const_nhds hlim ?_ ?_
  · filter_upwards [hL.eventually_gt_atTop t] with i hi
    exact ((h i).pos t ⟨ht, hi.le⟩).le
  · filter_upwards [hL.eventually_gt_atTop t] with i hi
    exact (triviality_bound hb (h i) ht hi).2.le

/-- The one-loop coupling at scale `t` in terms of its bare value `a` at the cutoff `L`, for
`1 + b a (L - t) > 0`. -/
def fromCutoff (b L a t : ℝ) : ℝ := a / (1 + b * a * (L - t))

/-- For `b > 0` and every bare value `a > 0`, the one-loop coupling fixed at the cutoff is a
screened flow. -/
theorem fromCutoff_screenedFlow {b L a : ℝ} (hb : 0 < b) (ha : 0 < a) :
    ScreenedFlow b L (fromCutoff b L a) := by
  have hden : ∀ t ∈ Icc 0 L, 0 < 1 + b * a * (L - t) := by
    intro t ht
    have := mul_nonneg (mul_pos hb ha).le (sub_nonneg.2 ht.2)
    linarith
  refine ⟨fun t ht => div_pos ha (hden t ht), fun t ht => ?_⟩
  have h1 : HasDerivAt (fun u : ℝ => 1 + b * a * (L - u)) (b * a * (-1)) t :=
    (((hasDerivAt_id t).const_sub L).const_mul (b * a)).const_add 1
  have h2 : HasDerivAt (fromCutoff b L a) (b * fromCutoff b L a t ^ 2) t := by
    refine ((hasDerivAt_const t a).fun_div h1 (hden t ht).ne').congr_deriv ?_
    simp only [fromCutoff]
    rw [div_pow, ← mul_div_assoc]
    congr 1
    ring
  exact ⟨_, h2.hasDerivWithinAt, le_rfl⟩

/-- The triviality bound is optimal: for `b, L > 0`, every value `c` with `0 < c < 1 / (b L)` is
the coupling at `t = 0` of a screened flow, the one-loop one with bare value
`c / (1 - b c L)`. -/
theorem triviality_bound_optimal {b L c : ℝ} (hb : 0 < b) (hL : 0 < L) (hc : 0 < c)
    (hcL : c < 1 / (b * L)) :
    ScreenedFlow b L (fromCutoff b L (c / (1 - b * c * L))) ∧
      fromCutoff b L (c / (1 - b * c * L)) 0 = c := by
  have hd : 0 < 1 - b * c * L := by
    have := (lt_div_iff₀ (mul_pos hb hL)).1 hcL
    linarith
  have hpos : 0 < c / (1 - b * c * L) := div_pos hc hd
  have hmul : c / (1 - b * c * L) * (1 - b * c * L) = c := div_mul_cancel₀ _ hd.ne'
  refine ⟨fromCutoff_screenedFlow hb hpos, ?_⟩
  generalize c / (1 - b * c * L) = a at hpos hmul ⊢
  have hden : 0 < 1 + b * a * (L - 0) := by
    rw [sub_zero]
    positivity
  rw [fromCutoff, div_eq_iff hden.ne']
  linear_combination hmul

/-- Two-loop QED with one Dirac fermion of unit charge: if the coupling is positive and obeys
`α' = 2 α² / (3 π) + α³ / (2 π²)` up to a cutoff `L > 0`, then `α 0 < 3 π / (2 L)`. -/
theorem qed_two_loop_bound {L : ℝ} {α : ℝ → ℝ} (hL : 0 < L)
    (hpos : ∀ t ∈ Icc 0 L, 0 < α t)
    (hflow : ∀ t ∈ Icc 0 L, HasDerivWithinAt α
      (2 / (3 * Real.pi) * α t ^ 2 + α t ^ 3 / (2 * Real.pi ^ 2)) (Icc 0 L) t) :
    α 0 < 3 * Real.pi / (2 * L) := by
  have hpi := Real.pi_pos
  -- the two-loop term is positive, so it only strengthens the growth
  have h : ScreenedFlow (2 / (3 * Real.pi)) L α := by
    refine ⟨hpos, fun t ht => ⟨_, hflow t ht, ?_⟩⟩
    have hp := hpos t ht
    have h3 : 0 ≤ α t ^ 3 / (2 * Real.pi ^ 2) := by positivity
    linarith
  have hbound := (triviality_bound (by positivity) h le_rfl hL).2
  have heq : 1 / (2 / (3 * Real.pi) * (L - 0)) = 3 * Real.pi / (2 * L) := by
    rw [sub_zero]
    field_simp
  rwa [heq] at hbound

end

end TrivialityBound
```

```lean
#print axioms TrivialityBound.coupling_tendsto_zero
-- 'TrivialityBound.coupling_tendsto_zero' depends on axioms: [propext, Classical.choice, Quot.sound]
#print axioms TrivialityBound.triviality_bound_optimal
-- 'TrivialityBound.triviality_bound_optimal' depends on axioms: [propext, Classical.choice, Quot.sound]
#print axioms TrivialityBound.qed_two_loop_bound
-- 'TrivialityBound.qed_two_loop_bound' depends on axioms: [propext, Classical.choice, Quot.sound]
```

### What the Lean statements say about the flow

`ScreenedFlow b L α` is this file's name for the two conditions above. The coupling is a function `α : ℝ → ℝ`, constrained only on `Icc 0 L`, the closed interval from $0$ to $L$. Its derivative is taken within that interval, so it is one-sided at $t=0$ and at the cutoff. The letter `β` denotes the slope at one point, not a beta function given in advance; the slope may therefore depend on $t$ as well as on $\alpha$, provided that the growth inequality holds with one constant $b$ on the whole interval. A kink in $\alpha(t)$ between $0$ and $L$, which arises if a fermion is switched on abruptly at its mass, is not covered, because the derivative must exist at every point.

`triviality_bound` takes `0 < b`, `0 ≤ t` and `t < L`, and gives both the inequality for the inverse couplings and the strict ceiling on `α t`. No condition on `α L` appears beyond positivity. In `coupling_tendsto_zero` the family is indexed by any type `ι` with a filter `l`, which includes ordinary sequences of cutoffs as well as a continuously varied one.

`triviality_bound_optimal` states that each $c$ strictly between $0$ and $1/(bL)$ is the value at $t=0$ of an explicit flow, and `qed_two_loop_bound` assumes the two-loop equation as given.

The step to real QED is the growth inequality itself. To apply these theorems, one would need it for the full beta function all the way to the cutoff, including any region of strong coupling, where the loop expansion gives no control. Triviality in field theory usually means that the continuum limit is a free theory, a statement about all correlation functions; the limit here concerns one running coupling.

### From the slope of 1/α to the ceiling

`inverse_coupling_flow` is the chain rule for $1/\alpha$. `inverse_coupling_drop` carries the main argument, between any two scales with `0 ≤ s ≤ t ≤ L`. Its first part, `hd`, shows that $1/\alpha+bt$ has a non-positive slope, by dividing the growth inequality by $\alpha^2$. Its second part, `hanti`, applies Mathlib's theorem that a function continuous on an interval, with non-positive derivative inside it, is antitone. That theorem wants ordinary derivatives at interior points, and there the derivative within the interval is an ordinary one.

`triviality_bound` sets the upper scale to `L`, drops the positive term `(α L)⁻¹`, and multiplies by `α t` to invert the inequality. `coupling_tendsto_zero` is the squeeze between $0$ and $1/(b(L_i-t))$, applied once the cutoff has passed `t`.

For the one-loop solution `fromCutoff`, `fromCutoff_screenedFlow` computes the derivative by the quotient rule and finds equality in the growth condition. The optimality proof then checks the algebra for $a=c/(1-bcL)$. The QED theorem discards the positive cubic term and applies the general bound at $t=0$ with $b=2/(3\pi)$.
